# The exponent of a scalar-relativistic partial wave at a point nucleus

An electron close to a heavy nucleus moves fast enough for relativity to change the shape of its wave function. The projector augmented-wave (PAW) method needs that shape, because its all-electron partial waves are solutions of a radial equation followed down to the nucleus. Let \(u\) be \(r\) times the radial part of the wave function. Without relativity, the regular solution \(u\) with angular momentum \(l\) starts as \(r^{l+1}\), since the Coulomb term grows only as \(1/r\), too slowly to change the leading power. In the scalar-relativistic equation, which keeps the relativistic mass but drops spin-orbit coupling, the effective mass also grows as \(1/r\). Its product with the potential then grows as \(1/r^2\), the same power of \(r\) as in the centrifugal term \(l(l+1)/r^2\). With what power of \(r\) does \(u\) start now?

Let \(c\) be the speed of light in Hartree atomic units. For one electron in the bare field of a point charge \(Z\neq0\), a solution \(u=r^\gamma w(r)\) with \(w\) twice continuously differentiable near \(0\) and \(w(0)\neq0\) must have

\[
\gamma^2=l(l+1)+1-\left(\frac Zc\right)^2 .
\]

In the generation of PAW data, such an exponent can start the outward integration of the radial equation; the derivation here is for the unscreened point charge.

```lean
import Mathlib

open Filter Topology

namespace ScalarRelativisticPartialWave

noncomputable section
```

## The mass and the radial equation

In Hartree atomic units, let \(c\) be the speed of light and \(e\) the electron's energy without its rest energy; \(e\) is not the elementary charge. The potential energy is \(-Z/r\), and the mass, in units of the electron mass, is

\[
M(r)=1+\frac{e+Z/r}{2c^2}.
\]

```lean
/-- The relativistic mass `M(r) = 1 + (e + Z/r)/(2c²)` of an electron with energy `e` in the
field of a point charge `Z`, for `r ≠ 0` and `c ≠ 0`. -/
def relMass (c Z e r : ℝ) : ℝ := 1 + (e + Z / r) / (2 * c ^ 2)
```

The function \(u\) is \(r\) times the radial part of the wave function. Its equation is

\[
u''-\frac{M'}{M}\left(u'-\frac ur\right)=\left(\frac{l(l+1)}{r^2}-2M\left(\frac Zr+e\right)\right)u .
\]

`RadialEq c Z e l u r` states this at a single radius, with `l` a natural number and all other quantities real. The primes are Lean's `deriv`, which returns 0 where a function has no derivative; the smoothness assumed of \(w\) rules that case out at the radii used below.

```lean
/-- The scalar-relativistic radial equation for `u` at the radius `r`, with angular momentum `l`
and energy `e`, for `r > 0`, `c ≠ 0` and `M(r) ≠ 0`. -/
def RadialEq (c Z e : ℝ) (l : ℕ) (u : ℝ → ℝ) (r : ℝ) : Prop :=
  deriv (deriv u) r - deriv (relMass c Z e) r / relMass c Z e r * (deriv u r - u r / r)
    = ((l : ℝ) * (l + 1) / r ^ 2 - 2 * relMass c Z e r * (Z / r + e)) * u r
```

The trial form is \(u=r^\gamma w(r)\) with a real exponent \(\gamma\), which is not the Lorentz factor.

```lean
/-- A radial partial wave `r^γ w(r)`, for `r > 0`. -/
def partialWave (γ : ℝ) (w : ℝ → ℝ) (r : ℝ) : ℝ := r ^ γ * w r
```

## Derivatives of the mass and of the wave

Only the term \(Z/(2c^2r)\) of the mass depends on \(r\), so

\[
M'(r)=-\frac{Z}{2c^2r^2}.
\]

```lean
/-- Away from the nucleus the relativistic mass has the slope `-Z/(2c²r²)`. -/
theorem hasDerivAt_relMass (c Z e : ℝ) {r : ℝ} (hr : r ≠ 0) :
    HasDerivAt (relMass c Z e) (-Z / (2 * c ^ 2 * r ^ 2)) r := by
  have hf : relMass c Z e = fun x => 1 + (e + Z * x⁻¹) / (2 * c ^ 2) := by
    funext x
    simp only [relMass, div_eq_mul_inv]
  have h := ((((hasDerivAt_inv hr).const_mul Z).const_add e).div_const (2 * c ^ 2)).const_add 1
  rw [hf]
  exact h.congr_deriv (by ring)
```

The wave has to be differentiated twice, and so does \(w\). If \(w\) is twice continuously differentiable, then \(w'\) is once continuously differentiable and \(w''\) is continuous. The next lemma supplies this loss of one order per derivative.

```lean
/-- If `f` is of class `C^n` at `x` and `m + 1 ≤ n`, then its derivative is of class `C^m` at `x`.
-/
theorem contDiffAt_deriv {m n : WithTop ℕ∞} {f : ℝ → ℝ} {x : ℝ} (h : ContDiffAt ℝ n f x)
    (hmn : m + 1 ≤ n) : ContDiffAt ℝ m (deriv f) x := by
  have h1 : ContDiffAt ℝ m (fun y => fderiv ℝ f y 1) x :=
    (h.fderiv_right hmn).clm_apply contDiffAt_const
  exact h1
```

For \(r>0\) the product rule gives

\[
u'=\gamma r^{\gamma-1}w+r^\gamma w' .
\]

Both terms are again a power times a smooth factor, so the same rule applies to each:

\[
u''=\gamma(\gamma-1)r^{\gamma-2}w+2\gamma r^{\gamma-1}w'+r^\gamma w'' .
\]

In the proof, `first` is the product rule for an arbitrary exponent and factor. A second derivative at \(r\) needs the first derivative on a whole neighbourhood of \(r\), which `ev` provides. The lemma states both results with \(r^\gamma\) taken out.

```lean
/-- The first and second derivatives of `r^γ w(r)` at a radius `r > 0` near which `w` is twice
continuously differentiable. -/
theorem derivs_partialWave (γ : ℝ) {w : ℝ → ℝ} {r : ℝ} (hr : 0 < r)
    (hw : ContDiffAt ℝ 2 w r) :
    deriv (partialWave γ w) r = r ^ γ * (γ * w r / r + deriv w r) ∧
    deriv (deriv (partialWave γ w)) r = r ^ γ *
      (γ * (γ - 1) * w r / r ^ 2 + 2 * γ * deriv w r / r + deriv (deriv w) r) := by
  -- the derivative of a partial wave is a sum of two partial waves
  have first : ∀ (β : ℝ) (f : ℝ → ℝ) (x : ℝ), 0 < x → DifferentiableAt ℝ f x →
      HasDerivAt (partialWave β f)
        (β * partialWave (β - 1) f x + partialWave β (deriv f) x) x := by
    intro β f x hx hf
    have h := (Real.hasDerivAt_rpow_const (p := β) (Or.inl hx.ne')).fun_mul hf.hasDerivAt
    exact h.congr_deriv (by simp only [partialWave]; ring)
  have ev : deriv (partialWave γ w) =ᶠ[𝓝 r]
      fun x => γ * partialWave (γ - 1) w x + partialWave γ (deriv w) x := by
    filter_upwards [Ioi_mem_nhds hr, hw.eventually (by simp)] with x hx hwx
    exact (first γ w x hx (hwx.differentiableAt (by norm_num))).deriv
  have hw1 : DifferentiableAt ℝ w r := hw.differentiableAt (by norm_num)
  have hw2 : DifferentiableAt ℝ (deriv w) r :=
    (contDiffAt_deriv (m := 1) hw (by norm_num)).differentiableAt (by norm_num)
  have h2 := ((first (γ - 1) w r hr hw1).const_mul γ).fun_add (first γ (deriv w) r hr hw2)
  refine ⟨(first γ w r hr hw1).deriv.trans ?_, ev.deriv_eq.trans (h2.deriv.trans ?_)⟩
  · simp only [partialWave, Real.rpow_sub_one hr.ne']
    ring
  · simp only [partialWave, Real.rpow_sub_one hr.ne']
    ring
```

## An equation with regular coefficients

Write \(D(r)=(2c^2+e)r+Z\). Then

\[
M=\frac{D}{2c^2r},\qquad \frac{M'}{M}=-\frac{Z}{rD},\qquad
u'-\frac ur=r^\gamma\left(\frac{(\gamma-1)w}{r}+w'\right).
\]

Substituting these and multiplying the radial equation by \(r^2/r^\gamma\) gives

\[
\gamma(\gamma-1)w+2\gamma r w'+r^2w''+\frac ZD\bigl((\gamma-1)w+r w'\bigr)
=\left(l(l+1)-\frac{D\,(Z+er)}{c^2}\right)w .
\]

No negative power of \(r\) is left. The factor \(r^2/r^\gamma\) is nonzero for \(r>0\), so the two equations are equivalent wherever \(D\neq0\), that is, wherever the mass does not vanish.

In Lean, `hM` and `ratio` are the formulas for \(M\) and \(M'/M\). The identity `key` says that the difference of the two sides of the original equation is \(r^\gamma/r^2\) times the difference of the two sides of the new one. Each direction of the equivalence follows from it.

```lean
/-- At `r > 0` with `c ≠ 0` and nonzero relativistic mass, the radial equation for `r^γ w` is
equivalent to an equation for the twice continuously differentiable factor `w`, free of
negative powers of `r`. -/
theorem radialEq_partialWave_iff {c Z e γ r : ℝ} (l : ℕ) {w : ℝ → ℝ} (hc : c ≠ 0) (hr : 0 < r)
    (hD : (2 * c ^ 2 + e) * r + Z ≠ 0) (hw : ContDiffAt ℝ 2 w r) :
    RadialEq c Z e l (partialWave γ w) r ↔
      γ * (γ - 1) * w r + 2 * γ * (r * deriv w r) + r ^ 2 * deriv (deriv w) r
        + Z / ((2 * c ^ 2 + e) * r + Z) * ((γ - 1) * w r + r * deriv w r)
      = ((l : ℝ) * (l + 1) - ((2 * c ^ 2 + e) * r + Z) * (Z + e * r) / c ^ 2) * w r := by
  have hr0 : r ≠ 0 := hr.ne'
  have hM : relMass c Z e r = ((2 * c ^ 2 + e) * r + Z) / (2 * c ^ 2 * r) := by
    unfold relMass
    field_simp
    ring
  have ratio : ∀ D : ℝ, D ≠ 0 →
      -Z / (2 * c ^ 2 * r ^ 2) / (D / (2 * c ^ 2 * r)) = -(Z / (r * D)) := by
    intro D hD
    field_simp
  -- the two forms of the equation differ by the factor r^γ / r²
  have key : ∀ A B C D P L : ℝ, D ≠ 0 →
      P * (γ * (γ - 1) * A / r ^ 2 + 2 * γ * B / r + C)
        - -(Z / (r * D)) * (P * (γ * A / r + B) - P * A / r)
        - (L / r ^ 2 - 2 * (D / (2 * c ^ 2 * r)) * (Z / r + e)) * (P * A)
      = P / r ^ 2 * ((γ * (γ - 1) * A + 2 * γ * (r * B) + r ^ 2 * C
        + Z / D * ((γ - 1) * A + r * B)) - (L - D * (Z + e * r) / c ^ 2) * A) := by
    intro A B C D P L hD
    field_simp
    ring
  have K := key (w r) (deriv w r) (deriv (deriv w) r) _ (r ^ γ) ((l : ℝ) * (l + 1)) hD
  have hP : r ^ γ / r ^ 2 ≠ 0 := (div_pos (Real.rpow_pos_of_pos hr γ) (pow_pos hr 2)).ne'
  obtain ⟨h1, h2⟩ := derivs_partialWave γ hr hw
  rw [RadialEq, (hasDerivAt_relMass c Z e hr0).deriv, hM, ratio _ hD, h1, h2]
  constructor
  · intro h
    exact sub_eq_zero.mp ((mul_eq_zero.mp (K.symm.trans (sub_eq_zero.mpr h))).resolve_left hP)
  · intro h
    exact sub_eq_zero.mp (K.trans (by rw [sub_eq_zero.mpr h, mul_zero]))
```

## The limit at the nucleus

Now let \(r\to0\) from above. Since \(w'\) and \(w''\) are continuous at \(0\), the terms \(rw'\) and \(r^2w''\) vanish. Since \(D(0)=Z\neq0\), the ratio \(Z/D\) tends to \(1\). What remains is

\[
\bigl(\gamma(\gamma-1)+(\gamma-1)\bigr)w(0)=\left(l(l+1)-\frac{Z^2}{c^2}\right)w(0).
\]

The bracket on the left is \(\gamma^2-1\), and dividing by \(w(0)\neq0\) gives the stated exponent.

The theorem `indicial_equation` takes `hc` and `hZ` for \(c\neq0\) and \(Z\neq0\), with no condition on the sign of \(Z\) or \(\gamma\). The hypothesis `hw` says that \(w\) is twice continuously differentiable around \(0\). This includes negative arguments, where \(w\) is merely a smooth continuation. The hypothesis `hu` says that the radial equation holds for all \(r\) in some interval \((0,\delta)\) with \(\delta>0\). That a solution has the form \(r^\gamma w\) is assumed, not derived.

The proof transfers the regular equation to small positive radii (`hev`), shows that both sides are continuous at \(0\) (`hL` and `hR`), and equates their limits. The last lines cancel \(w(0)\).

```lean
/-- If `r^γ w(r)`, with `w` twice continuously differentiable near `0` and `w(0) ≠ 0`, solves the
scalar-relativistic equation of a point charge `Z ≠ 0` with `c ≠ 0` at all small `r > 0`, then
`γ² = l(l+1) + 1 - (Z/c)²`. -/
theorem indicial_equation {c Z e γ : ℝ} {l : ℕ} {w : ℝ → ℝ} (hc : c ≠ 0) (hZ : Z ≠ 0)
    (hw : ContDiffAt ℝ 2 w 0) (hw0 : w 0 ≠ 0)
    (hu : ∀ᶠ r in 𝓝[>] (0 : ℝ), RadialEq c Z e l (partialWave γ w) r) :
    γ ^ 2 = (l : ℝ) * (l + 1) + 1 - (Z / c) ^ 2 := by
  have hD0 : (2 * c ^ 2 + e) * 0 + Z ≠ 0 := by simpa using hZ
  have hDc : ContinuousAt (fun r : ℝ => (2 * c ^ 2 + e) * r + Z) 0 := by fun_prop
  have hDne : ∀ᶠ r in 𝓝 (0 : ℝ), (2 * c ^ 2 + e) * r + Z ≠ 0 := hDc.eventually_ne hD0
  have hev : ∀ᶠ r in 𝓝[>] (0 : ℝ),
      γ * (γ - 1) * w r + 2 * γ * (r * deriv w r) + r ^ 2 * deriv (deriv w) r
        + Z / ((2 * c ^ 2 + e) * r + Z) * ((γ - 1) * w r + r * deriv w r)
      = ((l : ℝ) * (l + 1) - ((2 * c ^ 2 + e) * r + Z) * (Z + e * r) / c ^ 2) * w r := by
    filter_upwards [self_mem_nhdsWithin, nhdsWithin_le_nhds (hw.eventually (by simp)),
      nhdsWithin_le_nhds hDne, hu] with r hr hwr hDr hur
    exact (radialEq_partialWave_iff l hc hr hDr hwr).mp hur
  -- both sides are continuous at the nucleus
  have hL : ∀ f g h : ℝ → ℝ, ContinuousAt f 0 → ContinuousAt g 0 → ContinuousAt h 0 →
      ContinuousAt (fun r => γ * (γ - 1) * f r + 2 * γ * (r * g r) + r ^ 2 * h r
        + Z / ((2 * c ^ 2 + e) * r + Z) * ((γ - 1) * f r + r * g r)) 0 := by
    intro f g h hf hg hh
    have hA : ContinuousAt
        (fun r => γ * (γ - 1) * f r + 2 * γ * (r * g r) + r ^ 2 * h r) 0 := by fun_prop
    have hB : ContinuousAt (fun r => (γ - 1) * f r + r * g r) 0 := by fun_prop
    exact hA.add ((continuousAt_const.div hDc hD0).mul hB)
  have c0 : ContinuousAt w 0 := hw.continuousAt
  have d1 : ContDiffAt ℝ 1 (deriv w) 0 := contDiffAt_deriv hw (by norm_num)
  have d2 : ContDiffAt ℝ 0 (deriv (deriv w)) 0 := contDiffAt_deriv d1 (by norm_num)
  have hR : ContinuousAt (fun r => ((l : ℝ) * (l + 1)
      - ((2 * c ^ 2 + e) * r + Z) * (Z + e * r) / c ^ 2) * w r) 0 := by fun_prop
  have h0 := tendsto_nhds_unique_of_eventuallyEq
    ((hL _ _ _ c0 d1.continuousAt d2.continuousAt).tendsto.mono_left nhdsWithin_le_nhds)
    (hR.tendsto.mono_left nhdsWithin_le_nhds) hev
  -- at r = 0 only the terms proportional to w(0) survive
  have hq : Z / ((2 * c ^ 2 + e) * 0 + Z) = 1 := by rw [mul_zero, zero_add, div_self hZ]
  have h1 : (γ * (γ - 1) + (γ - 1)) * w 0 = ((l : ℝ) * (l + 1) - Z ^ 2 / c ^ 2) * w 0 := by
    beta_reduce at h0
    rw [hq] at h0
    linear_combination h0
  have h2 := mul_right_cancel₀ hw0 h1
  rw [div_pow]
  linear_combination h2
```

The condition \(Z\neq0\) matters because it makes \(M'/M\) behave as \(-1/r\) at the origin. Take \(Z=0\), \(e=0\) and \(l=1\). Then \(M=1\), the equation reads \(u''=2u/r^2\), and \(u=r^2\) solves it with \(\gamma=2\) and \(w=1\). Here \(\gamma^2=4\), whereas the formula would give \(3\).

The step from this model to an atom in a PAW calculation is the replacement of \(-Z/r\) by the screened, self-consistent potential. The theorem concerns the pure Coulomb field, with the nucleus idealised as a point.

## The positive exponent and its bound

The equation fixes only \(\gamma^2\). The physical condition that \(u\) vanishes at the nucleus selects \(\gamma>0\). Then \(\gamma^2>0\), and therefore

\[
\left(\frac Zc\right)^2<l(l+1)+1,\qquad
\gamma=\sqrt{l(l+1)+1-\left(\frac Zc\right)^2}.
\]

For \(l=0\) the bound is \(|Z|<|c|\): at stronger charges no solution of the assumed form has a positive exponent.

```lean
/-- Under the hypotheses of the indicial equation, an exponent `γ > 0` requires
`(Z/c)² < l(l+1) + 1` and equals the square root of `l(l+1) + 1 - (Z/c)²`. -/
theorem positive_exponent {c Z e γ : ℝ} {l : ℕ} {w : ℝ → ℝ} (hc : c ≠ 0) (hZ : Z ≠ 0)
    (hγ : 0 < γ) (hw : ContDiffAt ℝ 2 w 0) (hw0 : w 0 ≠ 0)
    (hu : ∀ᶠ r in 𝓝[>] (0 : ℝ), RadialEq c Z e l (partialWave γ w) r) :
    (Z / c) ^ 2 < (l : ℝ) * (l + 1) + 1 ∧ γ = √((l : ℝ) * (l + 1) + 1 - (Z / c) ^ 2) := by
  have h := indicial_equation hc hZ hw hw0 hu
  have hp := pow_pos hγ 2
  exact ⟨by linarith, by rw [← h, Real.sqrt_sq hγ.le]⟩
```

## An exact s wave

For \(l=0\) and \(0<Z\le|c|\) there is an explicit solution. Let \(\gamma^2+(Z/c)^2=1\), \(e=c^2(\gamma-1)\) and \(w=e^{-Zr}\), where the \(e\) in the exponential is Euler's number. Then \(w'=-Zw\), \(w''=Z^2w\), \(D=c^2(\gamma+1)r+Z\), and \(Z^2=c^2(1-\gamma^2)\). The last relation gives

\[
Z(\gamma-1-Zr)=(\gamma-1)\bigl(Z+c^2(\gamma+1)r\bigr)=(\gamma-1)D ,
\]

so the mass term of the regular equation is \((\gamma-1)w\). It also gives

\[
\frac{D\,(Z+er)}{c^2}=1-\gamma^2+2\gamma Zr-Z^2r^2 .
\]

After division by \(w\), the left side is

\[
\gamma(\gamma-1)-2\gamma Zr+Z^2r^2+(\gamma-1)=\gamma^2-1-2\gamma Zr+Z^2r^2 ,
\]

which equals the right side for \(l=0\).

In the proof, `hs` is the relation for \(Z^2\), `hD` shows \(D\neq0\) by deriving \(D>0\) from \(\gamma\ge-1\), and `q1` and `q2` are the two simplifications above. The equation holds at every \(r>0\), and \(w(0)=1\), so this wave meets all the hypotheses of `indicial_equation` in a Coulomb field. The theorem also admits \(\gamma\le0\); the equation still holds then, but \(u\) does not vanish at the nucleus, so only \(\gamma>0\), which needs \(Z<|c|\), meets the physical condition above.

```lean
/-- For `l = 0`, `Z > 0`, `c ≠ 0` and `γ² + (Z/c)² = 1`, the wave `r^γ exp(-Zr)` solves the
scalar-relativistic equation at every `r > 0` with the energy `c²(γ - 1)`. -/
theorem exact_s_wave {c Z γ r : ℝ} (hc : c ≠ 0) (hZ : 0 < Z) (hγ : γ ^ 2 + (Z / c) ^ 2 = 1)
    (hr : 0 < r) :
    RadialEq c Z (c ^ 2 * (γ - 1)) 0 (partialWave γ fun x => Real.exp (-Z * x)) r := by
  have hs : c ^ 2 * (1 - γ ^ 2) = Z ^ 2 := by
    have h : (Z / c) ^ 2 * c ^ 2 = Z ^ 2 := by field_simp
    linear_combination h - c ^ 2 * hγ
  have hγ1 : -1 ≤ γ := by nlinarith [sq_nonneg (Z / c), sq_nonneg (γ + 1)]
  have hD : (2 * c ^ 2 + c ^ 2 * (γ - 1)) * r + Z ≠ 0 := by
    have h : 0 ≤ c ^ 2 * (γ + 1) * r :=
      mul_nonneg (mul_nonneg (sq_nonneg c) (by linarith)) hr.le
    have h' : 0 < (2 * c ^ 2 + c ^ 2 * (γ - 1)) * r + Z := by linarith
    exact h'.ne'
  have E : ∀ x : ℝ, HasDerivAt (fun x => Real.exp (-Z * x)) (-Z * Real.exp (-Z * x)) x := by
    intro x
    have h := ((hasDerivAt_id' x).const_mul (-Z)).exp
    exact h.congr_deriv (by ring)
  have h1 : deriv (fun x => Real.exp (-Z * x)) = fun x => -Z * Real.exp (-Z * x) :=
    funext fun x => (E x).deriv
  have h2 : deriv (fun x => -Z * Real.exp (-Z * x)) r = -Z * (-Z * Real.exp (-Z * r)) :=
    ((E r).const_mul (-Z)).deriv
  rw [radialEq_partialWave_iff 0 hc hr hD (by fun_prop)]
  simp only [h1, h2]
  -- the mass term and the potential term both become polynomials in r
  have q1 : Z / ((2 * c ^ 2 + c ^ 2 * (γ - 1)) * r + Z) *
      ((γ - 1) * Real.exp (-Z * r) + r * (-Z * Real.exp (-Z * r)))
      = (γ - 1) * Real.exp (-Z * r) := by
    rw [div_mul_eq_mul_div, div_eq_iff hD]
    linear_combination r * Real.exp (-Z * r) * hs
  have q2 : ((2 * c ^ 2 + c ^ 2 * (γ - 1)) * r + Z) * (Z + c ^ 2 * (γ - 1) * r) / c ^ 2
      = 1 - γ ^ 2 + 2 * γ * Z * r - Z ^ 2 * r ^ 2 := by
    rw [div_eq_iff (pow_ne_zero 2 hc)]
    linear_combination -(1 + c ^ 2 * r ^ 2) * hs
  rw [q1, q2]
  push_cast
  ring

end

end ScalarRelativisticPartialWave
```

```lean
#print axioms ScalarRelativisticPartialWave.positive_exponent
#print axioms ScalarRelativisticPartialWave.exact_s_wave
```

```
'ScalarRelativisticPartialWave.positive_exponent' depends on axioms: [propext, Classical.choice, Quot.sound]
'ScalarRelativisticPartialWave.exact_s_wave' depends on axioms: [propext, Classical.choice, Quot.sound]
```
